# Energy estimators for the harmonic ring polymer: one mean, explicit variance gaps

If two path-integral energy estimators have the same mean, comparing their averages cannot tell you which one needs fewer samples; for independent samples the variance decides. Relying on the good reputation of the centroid-virial estimator can then go wrong. For a harmonic ring of two beads whose internal mode has ratio r_1 = 1/2 (defined below), β times the centroid-virial estimator has variance 1, while β times the thermodynamic estimator has variance 1/2. The formulas below show where the preference changes sides.

## The harmonic ring in normal modes

Take one particle in one dimension in a harmonic trap, represented by a ring of P = n + 1 beads at inverse temperature β. An orthogonal change of coordinates turns the bead positions into mode amplitudes q_0, …, q_n, where mode 0 is the centroid mode. Let κ_k ≥ 0 be the spring constant of mode k and w > 0 the trap constant, both including the factor β of the Boltzmann weight. For a particle of mass m, a trap of frequency ω_0 and the usual primitive discretisation, they are κ_k = 4mP sin²(πk/P)/(βħ²) and w = βmω_0²/P. The Boltzmann weight is

exp(−∑ (κ_k + w) q_k² / 2),

so the scaled modes z_k = √(κ_k + w) q_k are independent standard normal variables. The springs do not resist a translation of the whole ring, hence κ_0 = 0. Define the mode ratios

r_k = w / (κ_k + w).

They lie in (0, 1], and r_0 = 1. A stiff internal mode has a small ratio.

The three estimators, multiplied by β, are

βE_T = P/2 − ∑ κ_k q_k²/2 + ∑ w q_k²/2

βE_V = ∑ w q_k²/2 + ½ ∑ q_k (w q_k)

βE_CV = 1/2 + ∑ w q_k²/2 + ½ ∑_{k≥1} q_k (w q_k).

The thermodynamic estimator E_T subtracts the spring energy. The virial estimator E_V replaces the kinetic part by half the product of position and potential gradient. The centroid-virial estimator E_CV does so only for displacements from the centroid and adds the classical kinetic energy 1/(2β), which appears as 1/2 in βE_CV.

Since z_k² = (κ_k + w) q_k², we have r_k z_k² = w q_k², and therefore

(r_k − 1/2) z_k² = w q_k²/2 − κ_k q_k²/2.

For the centroid, κ_0 = 0 gives w q_0²/2 = z_0²/2. The reduced forms follow:

βE_T = P/2 + ∑ (r_k − 1/2) z_k²

βE_V = ∑ r_k z_k²

βE_CV = 1/2 + z_0²/2 + ∑_{k≥1} r_k z_k².

## What is stated, and for which model

The main theorem, `common_mean_and_variance_gaps`, says that if the z_k are independent standard normals and r_0 = 1, then all three reduced estimators have mean ∑ r_k, and

Var(βE_V) − Var(βE_CV) = 3/2

Var(βE_T) − Var(βE_CV) = ∑_{k≥1} (1 − 4r_k)/2.

A second theorem, `centroidVirial_better_iff`, turns the last line into a criterion: the centroid-virial variance is strictly the smaller of the two exactly when ∑_{k≥1} r_k < n/4.

In Lean, `Ω` with the probability measure `μ` is the sample space, and `z k` is a random variable on it. The structure `StandardModes` collects three conditions: each mode is measurable, each has the law `gaussianReal 0 1` (mean 0, variance 1), and the family is jointly independent. The index type `Fin (n + 1)` labels all the modes; `k.succ`, with `k : Fin n`, runs over the internal ones. The definitions `thermodynamic`, `virial` and `centroidVirial` are the reduced forms as functions of numbers, and they become random variables when `z k ω` is inserted, where `ω` is a point of the sample space `Ω` and not the trap frequency ω_0. The ratios may be any real numbers apart from `r 0 = 1`, because the identities do not use the bounds 0 < r_k ≤ 1.

The theorem `estimators_of_ring_polymer` links the reduced forms to the spring and trap energies. It starts from mode amplitudes; the passage from beads to modes and the Gaussian law of the modes belong to the physical model and enter as assumptions. The variances are those of a single configuration, so correlation times along a trajectory play no part.

For simulation practice, the criterion gives a reference case for choosing an estimator in a purely harmonic system with finitely many beads. At fixed temperature and trap frequency ∑_{k≥1} r_k stays bounded as beads are added, so the thermodynamic variance exceeds the centroid-virial one by an amount that grows like n/2. With few beads and soft internal modes the order can be reversed, as in the opening example. That example is far from convergence in the number of beads: it has βħω_0 = 4, and its mean βE is 3/2, while the exact value is 2 coth 2 ≈ 2.07. With a single bead the two estimators coincide.

## From Gaussian moments to the gaps

The moment generating function of a standard normal is M(t) = exp(t²/2). Its derivatives are

M′ = t M

M″ = (1 + t²) M

M‴ = (3t + t³) M

M⁗ = (3 + 6t² + t⁴) M.

At t = 0 the second and fourth give ⟨z²⟩ = 1 and ⟨z⁴⟩ = 3. Hence z² has mean 1 and variance 3 − 1 = 2.

Each estimator has the form c + ∑ a_k z_k². Its mean is c + ∑ a_k. The constant does not affect the variance, and independence removes the covariances, which leaves

Var(c + ∑ a_k z_k²) = 2 ∑ a_k².

The means are then

⟨βE_T⟩ = P/2 + ∑ (r_k − 1/2) = ∑ r_k

⟨βE_V⟩ = ∑ r_k

⟨βE_CV⟩ = 1/2 + 1/2 + ∑_{k≥1} r_k = ∑ r_k,

where the last step uses r_0 = 1. With r_0 = 1 the variances are

Var(βE_T) = 1/2 + 2 ∑_{k≥1} (r_k − 1/2)²

Var(βE_V) = 2 + 2 ∑_{k≥1} r_k²

Var(βE_CV) = 1/2 + 2 ∑_{k≥1} r_k².

Subtracting the third from the second leaves 2 − 1/2 = 3/2, which comes from the centroid alone. Subtracting the third from the first cancels the centroid terms, and each internal mode contributes

2(r_k − 1/2)² − 2r_k² = 1/2 − 2r_k = (1 − 4r_k)/2.

The sum of these contributions is n/2 − 2 ∑_{k≥1} r_k, which is positive exactly when ∑_{k≥1} r_k < n/4.

## Without r_0 = 1 the equality fails

The condition r_0 = 1 expresses the translation invariance of the springs. Drop it from the main theorem and take one bead with r_0 = 1/2. The reduced forms, as defined in Lean, become

βE_T = 1/2, βE_V = z_0²/2, βE_CV = 1/2 + z_0²/2.

The first two have mean 1/2 and the third has mean 1. The variance gaps fail too: the virial and centroid-virial variances are now equal, so their difference is 0 and not 3/2. This example only tests the hypothesis on the reduced forms. It does not describe a particle held by an additional external harmonic spring: such a spring belongs to the potential and adds to w, so κ_0 stays 0, r_0 stays 1 and the three means agree.

## The Lean development

```lean
import Mathlib

open MeasureTheory ProbabilityTheory

namespace HarmonicPathIntegralEstimators

noncomputable section

variable {Ω : Type*} [MeasurableSpace Ω] {μ : Measure Ω} {n : ℕ}

/-- The scaled normal modes of the ring polymer are independent standard normal variables. -/
structure StandardModes (μ : Measure Ω) (z : Fin n → Ω → ℝ) : Prop where
  meas : ∀ k, Measurable (z k)
  law : ∀ k, μ.map (z k) = gaussianReal 0 1
  indep : iIndepFun z μ

/-- Thermodynamic (primitive) energy estimator, times `β`, for `n + 1` beads. -/
def thermodynamic (r z : Fin (n + 1) → ℝ) : ℝ :=
  ((n : ℝ) + 1) / 2 + ∑ k, (r k - 1 / 2) * z k ^ 2

/-- Virial energy estimator, times `β`. -/
def virial (r z : Fin (n + 1) → ℝ) : ℝ := ∑ k, r k * z k ^ 2

/-- Centroid-virial energy estimator, times `β`; mode `0` is the centroid. -/
def centroidVirial (r z : Fin (n + 1) → ℝ) : ℝ :=
  1 / 2 + z 0 ^ 2 / 2 + ∑ k : Fin n, r k.succ * z k.succ ^ 2

/-- For mode amplitudes `q`, ring spring constants `κ k ≥ 0` with `κ 0 = 0`, and trap constant `w >
0` (constants in units of `1/β`), the three estimators built from spring energy, potential energy
and virial take the reduced forms with `r = w / (κ + w)` and `z = √(κ + w) q`. -/
theorem estimators_of_ring_polymer (κ q : Fin (n + 1) → ℝ) (w : ℝ)
    (hκ : ∀ k, 0 ≤ κ k) (hκ0 : κ 0 = 0) (hw : 0 < w) :
    let r := fun k => w / (κ k + w)
    let z := fun k => √(κ k + w) * q k
    thermodynamic r z
        = ((n : ℝ) + 1) / 2 - ∑ k, κ k * q k ^ 2 / 2 + ∑ k, w * q k ^ 2 / 2 ∧
      virial r z = ∑ k, w * q k ^ 2 / 2 + 1 / 2 * ∑ k, q k * (w * q k) ∧
      centroidVirial r z = 1 / 2 + ∑ k, w * q k ^ 2 / 2
        + 1 / 2 * ∑ k : Fin n, q k.succ * (w * q k.succ) := by
  intro r z
  have hs : ∀ k, z k ^ 2 = (κ k + w) * q k ^ 2 := fun k => by
    change (√(κ k + w) * q k) ^ 2 = _
    rw [mul_pow, Real.sq_sqrt (by linarith [hκ k])]
  have hr : ∀ k, r k * z k ^ 2 = w * q k ^ 2 := fun k => by
    have hne : κ k + w ≠ 0 := (add_pos_of_nonneg_of_pos (hκ k) hw).ne'
    rw [hs, ← mul_assoc]
    change w / (κ k + w) * (κ k + w) * q k ^ 2 = _
    rw [div_mul_cancel₀ _ hne]
  refine ⟨?_, ?_, ?_⟩
  · have h : ∑ k, (r k - 1 / 2) * z k ^ 2
        = ∑ k, w * q k ^ 2 / 2 - ∑ k, κ k * q k ^ 2 / 2 := by
      rw [← Finset.sum_sub_distrib]
      exact Finset.sum_congr rfl fun k _ => by linear_combination hr k - 1 / 2 * hs k
    rw [thermodynamic, h]
    ring
  · rw [virial, Finset.mul_sum, ← Finset.sum_add_distrib]
    exact Finset.sum_congr rfl fun k _ => by linear_combination hr k
  · have h : ∑ k : Fin n, r k.succ * z k.succ ^ 2 = ∑ k : Fin n, w * q k.succ ^ 2 / 2
        + 1 / 2 * ∑ k : Fin n, q k.succ * (w * q k.succ) := by
      rw [Finset.mul_sum, ← Finset.sum_add_distrib]
      exact Finset.sum_congr rfl fun k _ => by linear_combination hr k.succ
    rw [centroidVirial, h, hs 0, hκ0, Fin.sum_univ_succ]
    ring

/-- The fourth power is integrable under the standard normal law, whose second and fourth
moments are `1` and `3`. -/
theorem gaussian_moments : Integrable (fun x : ℝ => x ^ 4) (gaussianReal 0 1) ∧
    ∫ x, x ^ 2 ∂(gaussianReal 0 1) = 1 ∧ ∫ x, x ^ 4 ∂(gaussianReal 0 1) = 3 := by
  have hI : (0 : ℝ) ∈ interior (integrableExpSet id (gaussianReal 0 1)) := by
    have hu : integrableExpSet id (gaussianReal 0 1) = Set.univ :=
      Set.eq_univ_of_forall fun t => integrable_exp_mul_gaussianReal t
    rw [hu, interior_univ]
    trivial
  have hm : mgf id (gaussianReal 0 1)
      = fun t => (1 : Polynomial ℝ).eval t * Real.exp (t ^ 2 / 2) :=
    (mgf_id_gaussianReal (μ := 0) (v := 1)).trans (by funext t; simp)
  -- differentiating polynomial times Gaussian gives another polynomial times Gaussian
  have hd : ∀ p : Polynomial ℝ, deriv (fun t => p.eval t * Real.exp (t ^ 2 / 2))
      = fun t => (p.derivative + Polynomial.X * p).eval t * Real.exp (t ^ 2 / 2) := by
    intro p
    funext t
    have h2 : HasDerivAt (fun t : ℝ => t ^ 2 / 2) t t := by
      simpa using (hasDerivAt_pow 2 t).div_const 2
    refine ((p.hasDerivAt t).fun_mul h2.exp).deriv.trans ?_
    simp only [Polynomial.eval_add, Polynomial.eval_mul, Polynomial.eval_X]
    ring
  have h2 : iteratedDeriv 2 (mgf id (gaussianReal 0 1)) 0 = ∫ x, x ^ 2 ∂(gaussianReal 0 1) :=
    iteratedDeriv_mgf_zero hI 2
  have h4 : iteratedDeriv 4 (mgf id (gaussianReal 0 1)) 0 = ∫ x, x ^ 4 ∂(gaussianReal 0 1) :=
    iteratedDeriv_mgf_zero hI 4
  refine ⟨integrable_pow_of_mem_interior_integrableExpSet hI 4, ?_, ?_⟩
  · rw [← h2, hm, iteratedDeriv_eq_iterate]
    change deriv (deriv _) 0 = _
    rw [hd, hd]
    simp
  · rw [← h4, hm, iteratedDeriv_eq_iterate]
    change deriv (deriv (deriv (deriv _))) 0 = _
    rw [hd, hd, hd, hd]
    norm_num [Polynomial.derivative_mul]

/-- The square of a standard mode is square-integrable, with mean `1` and variance `2`. -/
theorem squared_mode [IsProbabilityMeasure μ] {z : Fin n → Ω → ℝ} (h : StandardModes μ z)
    (k : Fin n) : MemLp (fun ω => z k ω ^ 2) 2 μ ∧ ∫ ω, z k ω ^ 2 ∂μ = 1 ∧
      variance (fun ω => z k ω ^ 2) μ = 2 := by
  obtain ⟨i4, g2, g4⟩ := gaussian_moments
  rw [← h.law k] at i4 g2 g4
  rw [integral_map (h.meas k).aemeasurable (by fun_prop)] at g2 g4
  have j4 : Integrable (fun ω => z k ω ^ 4) μ := i4.comp_measurable (h.meas k)
  have e : (fun ω => (z k ω ^ 2) ^ 2) = fun ω => z k ω ^ 4 := by
    funext ω
    ring
  have hL : MemLp (fun ω => z k ω ^ 2) 2 μ :=
    (memLp_two_iff_integrable_sq ((h.meas k).pow_const 2).aestronglyMeasurable).2
      (by rw [e]; exact j4)
  refine ⟨hL, g2, (variance_eq_sub hL).trans ?_⟩
  change (∫ ω, (z k ω ^ 2) ^ 2 ∂μ) - (∫ ω, z k ω ^ 2 ∂μ) ^ 2 = 2
  rw [e, g4, g2]
  norm_num

/-- An estimator `c + ∑ a_k z_k²` has mean `c + ∑ a_k` and variance `2 ∑ a_k²`. -/
theorem quadratic_estimator [IsProbabilityMeasure μ] {z : Fin n → Ω → ℝ}
    (h : StandardModes μ z) (a : Fin n → ℝ) (c : ℝ) :
    ∫ ω, (c + ∑ k, a k * z k ω ^ 2) ∂μ = c + ∑ k, a k ∧
      variance (fun ω => c + ∑ k, a k * z k ω ^ 2) μ = 2 * ∑ k, a k ^ 2 := by
  have hL : ∀ k, MemLp (fun ω => a k * z k ω ^ 2) 2 μ :=
    fun k => (squared_mode h k).1.const_mul (a k)
  have hi : ∀ k, Integrable (fun ω => a k * z k ω ^ 2) μ :=
    fun k => (hL k).integrable (by norm_num)
  have hS := MeasureTheory.integrable_finsetSum Finset.univ fun k _ => hi k
  constructor
  · rw [integral_add (integrable_const c) hS, MeasureTheory.integral_finsetSum _ fun k _ => hi k]
    simp [integral_const_mul, (squared_mode h _).2.1]
  · have e : (fun ω => ∑ k, a k * z k ω ^ 2) = ∑ k, fun ω => a k * z k ω ^ 2 := by
      funext ω
      simp [Finset.sum_apply]
    -- independence makes the variances of the modes add
    rw [variance_const_add hS.aestronglyMeasurable, e,
      IndepFun.variance_sum (fun k _ => hL k) (fun i _ j _ hij =>
        (h.indep.indepFun hij).comp (φ := fun x => a i * x ^ 2) (ψ := fun x => a j * x ^ 2)
          (by fun_prop) (by fun_prop)), Finset.mul_sum]
    refine Finset.sum_congr rfl fun k _ => ?_
    rw [variance_const_mul, (squared_mode h k).2.2]
    ring

/-- With `r 0 = 1` the three estimators share the mean `∑ r_k`; the variance exceeds that of the
centroid-virial estimator by `3/2` for the virial estimator and by `∑_{k≥1} (1 - 4 r_k)/2` for
the thermodynamic one. -/
theorem common_mean_and_variance_gaps [IsProbabilityMeasure μ] {z : Fin (n + 1) → Ω → ℝ}
    (h : StandardModes μ z) (r : Fin (n + 1) → ℝ) (h0 : r 0 = 1) :
    (∫ ω, thermodynamic r (fun k => z k ω) ∂μ = ∑ k, r k ∧
      ∫ ω, virial r (fun k => z k ω) ∂μ = ∑ k, r k ∧
      ∫ ω, centroidVirial r (fun k => z k ω) ∂μ = ∑ k, r k) ∧
    variance (fun ω => virial r (fun k => z k ω)) μ
      - variance (fun ω => centroidVirial r (fun k => z k ω)) μ = 3 / 2 ∧
    variance (fun ω => thermodynamic r (fun k => z k ω)) μ
      - variance (fun ω => centroidVirial r (fun k => z k ω)) μ
      = ∑ k : Fin n, (1 - 4 * r k.succ) / 2 := by
  have T := quadratic_estimator h (fun k => r k - 1 / 2) (((n : ℝ) + 1) / 2)
  have V := quadratic_estimator h r 0
  have C := quadratic_estimator h (fun k => if k = 0 then 1 / 2 else r k) (1 / 2)
  have eT : (fun ω => thermodynamic r (fun k => z k ω))
      = fun ω => ((n : ℝ) + 1) / 2 + ∑ k, (r k - 1 / 2) * z k ω ^ 2 := rfl
  have eV : (fun ω => virial r (fun k => z k ω)) = fun ω => 0 + ∑ k, r k * z k ω ^ 2 := by
    funext ω
    rw [virial, zero_add]
  -- the centroid mode enters with weight 1/2 in place of r 0
  have eC : (fun ω => centroidVirial r (fun k => z k ω))
      = fun ω => 1 / 2 + ∑ k, (if k = 0 then 1 / 2 else r k) * z k ω ^ 2 := by
    funext ω
    simp only [centroidVirial, Fin.sum_univ_succ, Fin.succ_ne_zero, ↓reduceIte]
    ring
  have half : ∑ _k : Fin (n + 1), (1 / 2 : ℝ) = ((n : ℝ) + 1) / 2 := by
    rw [Finset.sum_const, Finset.card_univ, Fintype.card_fin, nsmul_eq_mul]
    push_cast
    ring
  have key : ∑ k : Fin n, (1 - 4 * r k.succ) / 2
      = 2 * ∑ k : Fin n, (r k.succ - 1 / 2) ^ 2 - 2 * ∑ k : Fin n, r k.succ ^ 2 := by
    rw [Finset.mul_sum, Finset.mul_sum, ← Finset.sum_sub_distrib]
    exact Finset.sum_congr rfl fun k _ => by ring
  rw [eT, eV, eC, T.1, V.1, C.1, T.2, V.2, C.2, key]
  refine ⟨⟨?_, zero_add _, ?_⟩, ?_, ?_⟩
  · rw [Finset.sum_sub_distrib, half]
    ring
  all_goals
    simp only [Fin.sum_univ_succ, Fin.succ_ne_zero, ↓reduceIte, h0]
    ring

/-- With `r 0 = 1`, in standard modes, the centroid-virial estimator has smaller variance than the
thermodynamic one exactly when the ratios of the `n` internal modes sum to less than `n/4`. -/
theorem centroidVirial_better_iff [IsProbabilityMeasure μ] {z : Fin (n + 1) → Ω → ℝ}
    (h : StandardModes μ z) (r : Fin (n + 1) → ℝ) (h0 : r 0 = 1) :
    variance (fun ω => centroidVirial r (fun k => z k ω)) μ
      < variance (fun ω => thermodynamic r (fun k => z k ω)) μ
      ↔ ∑ k : Fin n, r k.succ < (n : ℝ) / 4 := by
  have g := (common_mean_and_variance_gaps h r h0).2.2
  have e : ∑ k : Fin n, (1 - 4 * r k.succ) / 2 = (n : ℝ) / 2 - 2 * ∑ k : Fin n, r k.succ := by
    rw [← Finset.sum_div, Finset.sum_sub_distrib, ← Finset.mul_sum, Finset.sum_const,
      Finset.card_univ, Fintype.card_fin, nsmul_eq_mul]
    ring
  rw [e] at g
  constructor <;> intro _ <;> linarith

/-- The coordinates of a product of standard normal laws are standard modes. -/
theorem standardModes_witness (n : ℕ) :
    StandardModes (Measure.pi fun _ : Fin n => gaussianReal 0 1) (fun k x => x k) where
  meas k := measurable_pi_apply k
  law k := (measurePreserving_eval (fun _ : Fin n => gaussianReal 0 1) k).map_eq
  indep := iIndepFun_pi (X := fun _ x => x) fun _ => aemeasurable_id

end

end HarmonicPathIntegralEstimators
```

```lean
#print axioms HarmonicPathIntegralEstimators.estimators_of_ring_polymer
-- 'HarmonicPathIntegralEstimators.estimators_of_ring_polymer' depends on axioms: [propext, Classical.choice, Quot.sound]
#print axioms HarmonicPathIntegralEstimators.common_mean_and_variance_gaps
-- 'HarmonicPathIntegralEstimators.common_mean_and_variance_gaps' depends on axioms: [propext, Classical.choice, Quot.sound]
#print axioms HarmonicPathIntegralEstimators.centroidVirial_better_iff
-- 'HarmonicPathIntegralEstimators.centroidVirial_better_iff' depends on axioms: [propext, Classical.choice, Quot.sound]
```

## How the proof follows the calculation

**Reduced forms.** In `estimators_of_ring_polymer`, the local facts `hs` and `hr` are z_k² = (κ_k + w) q_k² and r_k z_k² = w q_k². The tactic `linear_combination` combines them mode by mode. For the centroid-virial form, `Fin.sum_univ_succ` separates mode 0 from the rest, and `hκ0` removes its spring constant.

**Moments.** `gaussian_moments` writes the moment generating function as a polynomial times exp(t²/2), starting from the polynomial 1. The step `hd` shows that differentiation replaces a polynomial p by p′ + t p. Applying it two and four times and evaluating at 0 gives the moments 1 and 3. The generating function is finite for every t, which supplies both the integrability of x⁴ and the right to read moments from derivatives.

**One mode.** `squared_mode` carries these moments from the normal law to the sample space with `integral_map`. It then computes the variance as ⟨z⁴⟩ − ⟨z²⟩², using `variance_eq_sub`.

**A weighted sum.** `quadratic_estimator` proves the general mean and variance formulas. Linearity of the integral gives the mean. For the variance, `variance_const_add` discards the constant, and `IndepFun.variance_sum` adds the contributions of the modes, using their pairwise independence.

**The three estimators.** The main theorem applies that lemma three times, as `T`, `V` and `C`. The centroid-virial coefficients are written `if k = 0 then 1 / 2 else r k`, which records that the centroid enters with weight 1/2. The identity `key` is the mode-by-mode subtraction above, summed over the internal modes. Splitting off mode 0 and inserting `h0` leaves algebra for `ring`.

**The criterion.** `centroidVirial_better_iff` rewrites the thermodynamic gap as n/2 − 2 ∑_{k≥1} r_k, and `linarith` reads off both directions of the equivalence.

**An example of such modes.** `standardModes_witness` shows that the coordinates of a product of standard normal laws satisfy `StandardModes` for every number of modes, so the theorems apply to an actual family of random variables.
